# Bounds on a finite spectral sum and its resolvent element from the mean energy and the band edges

My second-order energy is minus a sum of squared couplings divided by excitation energies. I don't have the excited states, so I replace every excited level by one average level, which I can get from an expectation value. Is the error of this replacement of known sign? And if I also know the lowest and highest excited levels, can I say how large it is?

## One average denominator underestimates the sum

Take the spectral function to be a finite list of levels $l_k$ with weights $w_k\ge 0$, $\sum_k w_k=1$, and let all levels lie in $[a,b]$ with the reference energy $E<a$. In your case $E$ is the unperturbed ground-state energy, the $l_k$ are the unperturbed excited levels, and $w_k$ is the squared coupling divided by the total $S>0$ of the squared couplings. Write

$$m=\sum_k w_k l_k,\qquad G=\sum_k \frac{w_k}{l_k-E}.$$

Then the sign is known and the error is bounded:

$$\frac1{m-E}\;\le\; G\;\le\;\frac{a+b-m-E}{(a-E)(b-E)}.$$

Your second-order energy is $-SG$, so the averaged value $-S/(m-E)$ is never below it. This holds for a finite set of levels and for the weighted mean $m$; an average energy fitted in some other way, as is common in the Unsöld closure, need not give a bound.

**Lower bound.** Averaging $a\le l_k\le b$ gives $a\le m\le b$, so every denominator is positive. Put $x=l_k-E$ and $y=m-E$. Multiplying out confirms that

$$\frac1x=\frac1y-\frac{x-y}{y^2}+\frac{(x-y)^2}{x\,y^2}.$$

In the weighted sum the linear term vanishes, because $\sum_k w_k(l_k-m)=0$. Hence

$$G-\frac1{m-E}=\sum_k\frac{w_k(l_k-m)^2}{(l_k-E)(m-E)^2}\ge0.$$

**Upper bound.** Put $\alpha=a-E$ and $\beta=b-E$. The linear function $(\alpha+\beta-x)/(\alpha\beta)$ agrees with $1/x$ at both band edges, and

$$\frac{\alpha+\beta-x}{\alpha\beta}-\frac1x=\frac{(x-\alpha)(\beta-x)}{\alpha\beta\,x}\ge0 .$$

Averaging the linear function only replaces $l_k$ by $m$, which gives the upper bound, with gap

$$\sum_k \frac{w_k(l_k-a)(b-l_k)}{(a-E)(b-E)(l_k-E)}.$$

**Equality and variance.** A sum of non-negative terms vanishes only if each term does. The lower bound is therefore attained exactly when all weight sits at $m$, and the upper bound exactly when all weight sits at the band edges. With $\sigma^2=\sum_k w_k(l_k-m)^2$ and $a-E\le l_k-E\le b-E$, the first remainder also gives

$$\frac{\sigma^2}{(b-E)(m-E)^2}\le G-\frac1{m-E}\le\frac{\sigma^2}{(a-E)(m-E)^2}.$$

**Numbers.** Let $E=0$, with levels $1,2,3$ and weights $\tfrac14,\tfrac12,\tfrac14$. Then $m=2$ and $G=\tfrac14+\tfrac14+\tfrac1{12}=\tfrac7{12}\approx0.583$, between $\tfrac12$ and $\tfrac23$. The error of the average is $\tfrac1{12}$. Since $\sigma^2=\tfrac12$, the variance places it between $\tfrac1{24}$ and $\tfrac18$.

## From levels to a Hamiltonian

Let $H$ be Hermitian on a finite-dimensional space, with an orthonormal basis of eigenvectors $v_k$ whose eigenvalues $l_k$ lie in $[a,b]$, and let $E<a$. Let $\psi$ be a unit vector, and let $\chi$ solve $(H-E)\chi=\psi$. Taking components gives $(l_k-E)\langle v_k,\chi\rangle=\langle v_k,\psi\rangle$, so

$$\langle\psi,\chi\rangle=\sum_k\frac{|\langle v_k,\psi\rangle|^2}{l_k-E},\qquad \langle\psi,H\psi\rangle=\sum_k|\langle v_k,\psi\rangle|^2\,l_k .$$

The bounds carry over with $m=\langle\psi,H\psi\rangle$. For your problem, $H$ is the unperturbed Hamiltonian restricted to the space orthogonal to its ground state, and $\psi$ is the normalised projection onto that space of the perturbation applied to the ground state.

## What the Lean statements say

The finite type `ι` labels the levels, and `w`, `l` are real functions on it. `mean`, `variance` and `green` are $m$, $\sigma^2$ and $G$. Note the sign: `green` uses $1/(l_k-E)$, the negative of the common convention $(E-H)^{-1}$.

`green_bounds` is the two-sided bound. Its hypotheses `hw`, `hw1`, `hl` and `hE` say that the weights are non-negative, that they sum to one, that the levels lie in $[a,b]$, and that $E<a$. The last one places the reference energy below the whole band, as for a ground state below its excitations. The two remainder identities need neither non-negative weights nor this ordering, only weights that sum to one and non-zero denominators.

In `resolvent_bounds`, `H.IsSymmetric` means Hermitian, `hspec` puts the eigenvalues in $[a,b]$, and `hχ` is the linear equation for $\chi$, so no inverse operator appears. The real parts lose nothing, since `spectral_representation` shows both inner products to be real. That theorem also allows unnormalised $\psi$; for $\psi\ne0$ the normalised values are $\langle\psi,H\psi\rangle/\|\psi\|^2$ and $\langle\psi,\chi\rangle/\|\psi\|^2$. The variance bounds and the equality cases are stated for the level sums only.

The theorem concerns the matrix problem in a finite basis. An atom or molecule has infinitely many levels and a continuum with no upper edge. As $b$ grows with $m$ fixed, the upper bound tends to $1/(a-E)$, which uses only the lowest excited level.

```lean
import Mathlib

open scoped InnerProductSpace

namespace SpectralMomentBounds

noncomputable section

variable {ι : Type*} [Fintype ι] {w l : ι → ℝ} {a b E : ℝ}

/-- The first moment of a spectral function with poles `l k` and weights `w k`. -/
def mean (w l : ι → ℝ) : ℝ := ∑ k, w k * l k

/-- The second moment of the spectral function about its first moment. -/
def variance (w l : ι → ℝ) : ℝ := ∑ k, w k * (l k - mean w l) ^ 2

/-- The Green's function `∑ w k / (l k - E)` at a real energy `E` different from every
pole `l k`. -/
def green (w l : ι → ℝ) (E : ℝ) : ℝ := ∑ k, w k / (l k - E)

/-- For non-negative weights summing to one and levels in `[a, b]`, the mean level lies
in `[a, b]`. -/
theorem mean_mem (hw : ∀ k, 0 ≤ w k) (hw1 : ∑ k, w k = 1)
    (hl : ∀ k, l k ∈ Set.Icc a b) : a ≤ mean w l ∧ mean w l ≤ b := by
  have h (c : ℝ) : ∑ k, w k * c = c := by rw [← Finset.sum_mul, hw1, one_mul]
  constructor
  · calc a = ∑ k, w k * a := (h a).symm
      _ ≤ mean w l :=
        Finset.sum_le_sum fun k _ => mul_le_mul_of_nonneg_left (hl k).1 (hw k)
  · calc mean w l ≤ ∑ k, w k * b :=
        Finset.sum_le_sum fun k _ => mul_le_mul_of_nonneg_left (hl k).2 (hw k)
      _ = b := h b

/-- The exact error of the Unsöld closure when its average energy is the mean level, for weights
summing to one and `E` different from the levels and from their mean. -/
theorem unsoeld_remainder (hw1 : ∑ k, w k = 1) (hE : ∀ k, l k ≠ E)
    (hm : mean w l ≠ E) :
    green w l E - 1 / (mean w l - E) =
      ∑ k, w k * (l k - mean w l) ^ 2 / ((l k - E) * (mean w l - E) ^ 2) := by
  generalize hM : mean w l = m at hm ⊢
  have hM' : ∑ k, w k * l k = m := hM
  have h2 : m - E ≠ 0 := sub_ne_zero.2 hm
  -- second-order expansion of each pole term about the mean
  have h (k : ι) : w k * (l k - m) ^ 2 / ((l k - E) * (m - E) ^ 2) =
      w k / (l k - E) - w k * (1 / (m - E)) + (w k * l k - w k * m) / (m - E) ^ 2 := by
    have h1 : l k - E ≠ 0 := sub_ne_zero.2 (hE k)
    field_simp
    ring
  -- the first-order term averages to zero
  rw [Finset.sum_congr rfl (fun k _ => h k), Finset.sum_add_distrib,
    Finset.sum_sub_distrib, ← Finset.sum_div, Finset.sum_sub_distrib,
    ← Finset.sum_mul, ← Finset.sum_mul, hw1, hM', green]
  ring

/-- The exact gap between the chord through the band edges and the Green's function, for
weights summing to one and `E` different from `a`, `b` and the levels. -/
theorem chord_remainder (hw1 : ∑ k, w k = 1) (hE : ∀ k, l k ≠ E)
    (ha : a ≠ E) (hb : b ≠ E) :
    (a + b - mean w l - E) / ((a - E) * (b - E)) - green w l E =
      ∑ k, w k * ((l k - a) * (b - l k)) / ((a - E) * (b - E) * (l k - E)) := by
  have h2 : a - E ≠ 0 := sub_ne_zero.2 ha
  have h3 : b - E ≠ 0 := sub_ne_zero.2 hb
  have h (k : ι) : w k * ((l k - a) * (b - l k)) / ((a - E) * (b - E) * (l k - E)) =
      (w k * (a + b - E) - w k * l k) / ((a - E) * (b - E)) - w k / (l k - E) := by
    have h1 : l k - E ≠ 0 := sub_ne_zero.2 (hE k)
    field_simp
    ring
  rw [Finset.sum_congr rfl (fun k _ => h k), Finset.sum_sub_distrib,
    ← Finset.sum_div, Finset.sum_sub_distrib, ← Finset.sum_mul, hw1, green, mean]
  ring

/-- Moment bounds: for non-negative weights summing to one, levels in `[a, b]` and `E < a`,
the Green's function lies between the Unsöld value and the chord value at the mean level. -/
theorem green_bounds (hw : ∀ k, 0 ≤ w k) (hw1 : ∑ k, w k = 1)
    (hl : ∀ k, l k ∈ Set.Icc a b) (hE : E < a) :
    1 / (mean w l - E) ≤ green w l E ∧
      green w l E ≤ (a + b - mean w l - E) / ((a - E) * (b - E)) := by
  obtain ⟨hma, hmb⟩ := mean_mem hw hw1 hl
  have hp (k : ι) : 0 < l k - E := by linarith [(hl k).1]
  have hne (k : ι) : l k ≠ E := (sub_pos.1 (hp k)).ne'
  have hA : 0 < a - E := by linarith
  have hB : 0 < b - E := by linarith
  constructor
  · rw [← sub_nonneg, unsoeld_remainder hw1 hne (by linarith : E < mean w l).ne']
    exact Finset.sum_nonneg fun k _ => div_nonneg (mul_nonneg (hw k) (sq_nonneg _))
      (mul_nonneg (hp k).le (sq_nonneg _))
  · rw [← sub_nonneg, chord_remainder hw1 hne hE.ne' (sub_pos.1 hB).ne']
    exact Finset.sum_nonneg fun k _ => div_nonneg
      (mul_nonneg (hw k) (mul_nonneg (sub_nonneg.2 (hl k).1) (sub_nonneg.2 (hl k).2)))
      (mul_pos (mul_pos hA hB) (hp k)).le

/-- For non-negative weights summing to one, levels in `[a, b]` and `E < a`, the chord bound
is attained exactly when every level of non-zero weight sits at a band edge. -/
theorem chord_eq_iff (hw : ∀ k, 0 ≤ w k) (hw1 : ∑ k, w k = 1)
    (hl : ∀ k, l k ∈ Set.Icc a b) (hE : E < a) :
    (a + b - mean w l - E) / ((a - E) * (b - E)) = green w l E ↔
      ∀ k, w k ≠ 0 → l k = a ∨ l k = b := by
  obtain ⟨hma, hmb⟩ := mean_mem hw hw1 hl
  have hp (k : ι) : 0 < l k - E := by linarith [(hl k).1]
  have hB : 0 < b - E := by linarith
  have hD (k : ι) : 0 < (a - E) * (b - E) * (l k - E) :=
    mul_pos (mul_pos (sub_pos.2 hE) hB) (hp k)
  rw [← sub_eq_zero, chord_remainder hw1 (fun k => (sub_pos.1 (hp k)).ne') hE.ne'
    (sub_pos.1 hB).ne', Finset.sum_eq_zero_iff_of_nonneg (fun k _ => div_nonneg
      (mul_nonneg (hw k) (mul_nonneg (sub_nonneg.2 (hl k).1) (sub_nonneg.2 (hl k).2)))
      (hD k).le)]
  refine forall_congr' fun k => ?_
  simp only [Finset.mem_univ, true_imp_iff]
  rw [div_eq_zero_iff, or_iff_left (hD k).ne', mul_eq_zero, mul_eq_zero,
    sub_eq_zero, sub_eq_zero, @eq_comm _ b]
  tauto

/-- The Unsöld bound is attained exactly when every level of non-zero weight equals the mean,
for non-negative weights summing to one, levels in `[a, b]` and `E < a`. -/
theorem unsoeld_eq_iff (hw : ∀ k, 0 ≤ w k) (hw1 : ∑ k, w k = 1)
    (hl : ∀ k, l k ∈ Set.Icc a b) (hE : E < a) :
    green w l E = 1 / (mean w l - E) ↔ ∀ k, w k ≠ 0 → l k = mean w l := by
  have hm : 0 < mean w l - E := by linarith [(mean_mem hw hw1 hl).1]
  have hp (k : ι) : 0 < l k - E := by linarith [(hl k).1]
  have hD (k : ι) : 0 < (l k - E) * (mean w l - E) ^ 2 := mul_pos (hp k) (pow_pos hm 2)
  rw [← sub_eq_zero, unsoeld_remainder hw1 (fun k => (sub_pos.1 (hp k)).ne')
    (sub_pos.1 hm).ne', Finset.sum_eq_zero_iff_of_nonneg (fun k _ => div_nonneg
      (mul_nonneg (hw k) (sq_nonneg _)) (hD k).le)]
  refine forall_congr' fun k => ?_
  simp only [Finset.mem_univ, true_imp_iff]
  rw [div_eq_zero_iff, or_iff_left (hD k).ne', mul_eq_zero,
    pow_eq_zero_iff two_ne_zero, sub_eq_zero]
  tauto

/-- For non-negative weights summing to one, levels in `[a, b]` and `E < a`, the error of the Unsöld
closure at the mean level is bounded on both sides by multiples of the variance. -/
theorem variance_bounds (hw : ∀ k, 0 ≤ w k) (hw1 : ∑ k, w k = 1)
    (hl : ∀ k, l k ∈ Set.Icc a b) (hE : E < a) :
    variance w l / ((b - E) * (mean w l - E) ^ 2) ≤ green w l E - 1 / (mean w l - E) ∧
      green w l E - 1 / (mean w l - E) ≤
        variance w l / ((a - E) * (mean w l - E) ^ 2) := by
  have hm : 0 < mean w l - E := by linarith [(mean_mem hw hw1 hl).1]
  have hp (k : ι) : 0 < l k - E := by linarith [(hl k).1]
  rw [unsoeld_remainder hw1 (fun k => (sub_pos.1 (hp k)).ne') (sub_pos.1 hm).ne',
    variance, Finset.sum_div, Finset.sum_div]
  constructor
  · exact Finset.sum_le_sum fun k _ => div_le_div_of_nonneg_left
      (mul_nonneg (hw k) (sq_nonneg _)) (mul_pos (hp k) (pow_pos hm 2))
      (mul_le_mul_of_nonneg_right (by linarith [(hl k).2]) (sq_nonneg _))
  · exact Finset.sum_le_sum fun k _ => div_le_div_of_nonneg_left
      (mul_nonneg (hw k) (sq_nonneg _)) (mul_pos (sub_pos.2 hE) (pow_pos hm 2))
      (mul_le_mul_of_nonneg_right (by linarith [(hl k).1]) (sq_nonneg _))

variable {V : Type*} [NormedAddCommGroup V] [InnerProductSpace ℂ V]

/-- In an orthonormal eigenbasis of a symmetric `H`, with `E` not an eigenvalue and `(H - E) χ = ψ`,
the squared norm of `ψ`, the quadratic form `⟪ψ, H ψ⟫` and the resolvent element `⟪ψ, χ⟫` are sums
over levels weighted by the squared overlaps with `ψ`. -/
theorem spectral_representation {H : V →ₗ[ℂ] V} (hH : H.IsSymmetric)
    (v : OrthonormalBasis ι ℂ V) (hv : ∀ k, H (v k) = (l k : ℂ) • v k)
    (hE : ∀ k, l k ≠ E) {ψ χ : V} (hχ : H χ - (E : ℂ) • χ = ψ) :
    ∑ k, ‖⟪v k, ψ⟫_ℂ‖ ^ 2 = ‖ψ‖ ^ 2 ∧
      ⟪ψ, H ψ⟫_ℂ = (mean (fun k => ‖⟪v k, ψ⟫_ℂ‖ ^ 2) l : ℂ) ∧
      ⟪ψ, χ⟫_ℂ = (green (fun k => ‖⟪v k, ψ⟫_ℂ‖ ^ 2) l E : ℂ) := by
  have hn (k : ι) : ⟪ψ, v k⟫_ℂ * ⟪v k, ψ⟫_ℂ = ((‖⟪v k, ψ⟫_ℂ‖ ^ 2 : ℝ) : ℂ) := by
    rw [← inner_conj_symm ψ (v k), mul_comm, Complex.mul_conj, Complex.normSq_eq_norm_sq]
  have hs (k : ι) (x : V) : ⟪v k, H x⟫_ℂ = (l k : ℂ) * ⟪v k, x⟫_ℂ := by
    rw [← hH (v k) x, hv, inner_smul_left, Complex.conj_ofReal]
  refine ⟨?_, ?_, ?_⟩
  · have h := congrArg Complex.re (v.sum_inner_mul_inner ψ ψ)
    simp only [hn] at h
    rw [← Complex.ofReal_sum, Complex.ofReal_re] at h
    exact h.trans (inner_self_eq_norm_sq (𝕜 := ℂ) ψ)
  · rw [← v.sum_inner_mul_inner ψ (H ψ), mean, Complex.ofReal_sum]
    refine Finset.sum_congr rfl fun k _ => ?_
    rw [hs, Complex.ofReal_mul, ← hn]
    ring
  · rw [← v.sum_inner_mul_inner ψ χ, green, Complex.ofReal_sum]
    refine Finset.sum_congr rfl fun k _ => ?_
    have hne : (l k : ℂ) - E ≠ 0 := sub_ne_zero.2 (by exact_mod_cast hE k)
    -- the resolvent divides each component by its energy denominator
    have h : ⟪v k, ψ⟫_ℂ = ((l k : ℂ) - E) * ⟪v k, χ⟫_ℂ := by
      rw [← hχ, inner_sub_right, inner_smul_right, hs]
      ring
    have hk : ⟪v k, χ⟫_ℂ = ⟪v k, ψ⟫_ℂ / ((l k : ℂ) - E) :=
      eq_div_of_mul_eq hne (by rw [h]; ring)
    rw [hk, ← mul_div_assoc, hn]
    simp only [Complex.ofReal_div, Complex.ofReal_sub]

/-- For a symmetric Hamiltonian on a finite-dimensional space with eigenvalues in `[a, b]`,
`E < a`, a unit vector `ψ` and `(H - E) χ = ψ`, the resolvent element `⟪ψ, χ⟫` obeys the
moment bounds with the energy expectation of `ψ` as the mean. -/
theorem resolvent_bounds [FiniteDimensional ℂ V] {H : V →ₗ[ℂ] V} (hH : H.IsSymmetric)
    (hspec : ∀ μ : ℝ, Module.End.HasEigenvalue H (μ : ℂ) → μ ∈ Set.Icc a b)
    (hE : E < a) {ψ χ : V} (hψ : ‖ψ‖ = 1) (hχ : H χ - (E : ℂ) • χ = ψ) :
    1 / ((⟪ψ, H ψ⟫_ℂ).re - E) ≤ (⟪ψ, χ⟫_ℂ).re ∧
      (⟪ψ, χ⟫_ℂ).re ≤ (a + b - (⟪ψ, H ψ⟫_ℂ).re - E) / ((a - E) * (b - E)) := by
  let v := hH.eigenvectorBasis rfl
  let e := hH.eigenvalues rfl
  have hv : ∀ k, H (v k) = (e k : ℂ) • v k := fun k => hH.apply_eigenvectorBasis rfl k
  have he : ∀ k, e k ∈ Set.Icc a b := fun k =>
    hspec (e k) (Module.End.hasEigenvalue_of_hasEigenvector
      ⟨Module.End.mem_eigenspace_iff.2 (hv k), v.orthonormal.ne_zero k⟩)
  obtain ⟨h1, h2, h3⟩ := spectral_representation hH v hv
    (fun k => (lt_of_lt_of_le hE (he k).1).ne') hχ
  rw [h2, h3, Complex.ofReal_re, Complex.ofReal_re]
  exact green_bounds (fun k => sq_nonneg _) (by rw [h1, hψ, one_pow]) he hE

end

end SpectralMomentBounds
```

```lean
#print axioms SpectralMomentBounds.chord_eq_iff
#print axioms SpectralMomentBounds.unsoeld_eq_iff
#print axioms SpectralMomentBounds.variance_bounds
#print axioms SpectralMomentBounds.resolvent_bounds
```

```
'SpectralMomentBounds.chord_eq_iff' depends on axioms: [propext, Classical.choice, Quot.sound]
'SpectralMomentBounds.unsoeld_eq_iff' depends on axioms: [propext, Classical.choice, Quot.sound]
'SpectralMomentBounds.variance_bounds' depends on axioms: [propext, Classical.choice, Quot.sound]
'SpectralMomentBounds.resolvent_bounds' depends on axioms: [propext, Classical.choice, Quot.sound]
```

## How the lemmas match the algebra

`mean_mem` averages the inequalities for the levels. In `unsoeld_remainder` and `chord_remainder`, the local statement `h` is the identity for a single level, checked by `field_simp` and `ring`; the rewriting that follows sums it and uses the normalisation and the definition of the mean. `green_bounds` turns each inequality into the non-negativity of a difference, inserts the remainder and applies `Finset.sum_nonneg`.

The equality theorems use `Finset.sum_eq_zero_iff_of_nonneg` to pass from a vanishing sum to vanishing terms. `variance_bounds` compares the remainder term by term after replacing $l_k-E$ by its edge values.

In `spectral_representation`, `v.sum_inner_mul_inner` inserts the complete set of eigenvectors, `hs` lets $H$ act to the left on $v_k$, and `hk` divides each component by its energy denominator. `resolvent_bounds` takes the eigenbasis that Mathlib supplies for a symmetric operator, places its eigenvalues in $[a,b]$ by `hspec`, and applies `green_bounds` with the squared overlaps as weights.
